# A finite bipartite molecule has exactly one Kekulé structure if and only if its biadjacency matrix can be reordered to unit upper triangular form

A program that reads a conjugated molecule as bare connectivity has to place the double bonds. Keep only the atoms that must each take part in exactly one double bond; a Kekulé structure is a placement that achieves this for all of them. A common first pass is peeling: find an atom with one remaining neighbour, put a double bond between the two, delete both, and repeat. Each such bond is forced. If peeling empties the graph, the assignment is therefore unique; if it stalls with atoms left over and the molecule is bipartite (its atoms fall into two classes with bonds only between the classes), there is either no Kekulé structure or several, and a further search can tell which. For other molecules this can fail: fulvalene, two five-membered rings joined by a bond, has exactly one Kekulé structure but no atom with a single neighbour.

## Unique pairing and triangular order

Let \(R\) and \(C\) be the two classes of atoms, with bonds only between classes and \(p\) atoms in \(R\). A Kekulé structure is a bijection \(\sigma:R\to C\) such that \(i\) and \(\sigma(i)\) are bonded for every \(i\); in graph theory this is a perfect matching. The biadjacency matrix \(B\) has \(B_{ij}=1\) if \(i\in R\) and \(j\in C\) are bonded, and \(0\) otherwise.

There is exactly one \(\sigma\) if and only if \(R\) and \(C\) can be numbered by bijections \(e\) and \(f\) from \(\{0,\dots,p-1\}\) such that

\[
B_{e(i)f(i)}=1,\qquad B_{e(i)f(j)}=0\quad\text{for } j<i .
\]

Peeling finds such an order. If each step removes an atom of \(C\) with one remaining neighbour, numbering the pairs in order of removal makes the matrix triangular. When a unique structure exists, an atom of this kind is always available, because the first column of the triangular matrix has a single entry.

The result also bears on electronic structure: in non-interacting nearest-neighbour Hückel theory with equal site energies and equal nonzero couplings, a unique Kekulé structure gives \(\det B=\pm1\) in any numbering, so there is no nonbonding orbital.

## From a unique structure to an order, and back

**Uniqueness gives an order.** Let \(\sigma\) be the only Kekulé structure. Write \(i\prec j\) if \(i\ne j\) and \(i\) is bonded to \(\sigma(j)\).

Suppose this relation had a cycle \(i_0,i_1,\dots,i_{n-1}\) of distinct atoms, with \(i_{k+1}\prec i_k\) and indices taken modulo \(n\). Give \(i_{k+1}\) the partner \(\sigma(i_k)\), and leave all other pairs alone. Every new pair is bonded, and the pairing differs from \(\sigma\). This is a second Kekulé structure, a contradiction, so there are no cycles.

Let \(\ell(j)\) be the number of atoms from which \(j\) is reached by a chain of one or more steps \(\prec\). If \(i\prec j\), every atom that reaches \(i\) also reaches \(j\). In addition \(i\) reaches \(j\) but not itself. Hence \(\ell(i)<\ell(j)\).

Number \(R\) so that \(\ell(e(i))\) never decreases with \(i\), and set \(f(i)=\sigma(e(i))\). The diagonal entries are 1. If \(j<i\) and \(e(i)\) were bonded to \(f(j)=\sigma(e(j))\), then \(e(i)\prec e(j)\) and \(\ell(e(i))<\ell(e(j))\), against the ordering. The entries below the diagonal therefore vanish.

**An order gives uniqueness.** The diagonal supplies the structure \(e(i)\mapsto f(i)\). For any Kekulé structure \(\rho\), define a permutation \(\tau\) by \(\rho(e(i))=f(\tau(i))\). A bonded pair cannot lie below the diagonal, so \(\tau(i)\ge i\). Since \(\tau\) only permutes the numbers,

\[
\sum_{i=0}^{p-1}\bigl(\tau(i)-i\bigr)=0 .
\]

All terms are non-negative, so each is zero, and \(\rho\) is the diagonal pairing.

**Small cases.** For \(p=1\) the only matrix that qualifies is \((1)\), the carbon pair of ethylene. For \(p=2\), butadiene and cyclobutadiene have

\[
\begin{pmatrix}1&1\\0&1\end{pmatrix}
\quad\text{and}\quad
\begin{pmatrix}1&1\\1&1\end{pmatrix}.
\]

The first is triangular. No reordering changes the second, which has two Kekulé structures.

## The Lean source

```lean
import Mathlib

open Function

namespace UniqueKekule

variable {R C : Type*}

/-- A Kekulé structure of a bipartite molecule: a pairing `σ` of the atoms of the two classes
in which every pair is joined by a bond. -/
def IsKekule (bond : R → C → Prop) (σ : R ≃ C) : Prop :=
  ∀ i, bond i (σ i)

open Classical in
/-- The biadjacency matrix: entry 1 where two atoms of different classes are bonded,
and 0 elsewhere. -/
noncomputable def biadjacency (bond : R → C → Prop) : Matrix R C ℤ :=
  Matrix.of fun i j => if bond i j then 1 else 0

/-- A square matrix that is upper triangular with unit diagonal. -/
def IsUnitUpper {p : ℕ} (M : Matrix (Fin p) (Fin p) ℤ) : Prop :=
  (∀ i, M i i = 1) ∧ ∀ i j, j < i → M i j = 0

/-- The bonds of a linear polyene with `2 * p` atoms: atom `i` of the first class is bonded to
the atoms `i` and `i + 1` of the second class, as far as these exist. -/
def polyene (p : ℕ) (i j : Fin p) : Prop :=
  (j : ℕ) = i ∨ (j : ℕ) = i + 1

/-- The reordered biadjacency matrix is upper triangular with unit diagonal exactly when atoms
with equal numbers are bonded and no atom of the first class is bonded to an atom of the second
class with a smaller number. -/
theorem isUnitUpper_iff {p : ℕ} {bond : R → C → Prop} {e : Fin p ≃ R} {f : Fin p ≃ C} :
    IsUnitUpper ((biadjacency bond).submatrix e f) ↔
      (∀ i, bond (e i) (f i)) ∧ ∀ i j, j < i → ¬ bond (e i) (f j) := by
  simp [IsUnitUpper, biadjacency]

/-- Shifting double bonds along a cycle: let `σ` be a Kekulé structure of a molecule with finite,
nonempty first class. If a map `h` on that class sends each of its periodic atoms `i` to a different
atom bonded to the partner `σ i`, then there is a Kekulé structure other than `σ`. -/
theorem exists_second_kekule [Finite R] [Nonempty R] {bond : R → C → Prop} {σ : R ≃ C}
    (hσ : IsKekule bond σ) (h : R → R)
    (hh : ∀ i ∈ periodicPts h, h i ≠ i ∧ bond (h i) (σ i)) :
    ∃ ρ : R ≃ C, IsKekule bond ρ ∧ ρ ≠ σ := by
  classical
  -- among finitely many atoms, iterating `h` must run into a cycle
  obtain ⟨y, hy⟩ : ∃ y, y ∈ periodicPts h := by
    obtain ⟨x⟩ := ‹Nonempty R›
    obtain ⟨m, n, hmn, heq⟩ := Finite.exists_ne_map_eq_of_infinite (fun k : ℕ => h^[k] x)
    wlog hlt : m < n generalizing m n
    · exact this n m hmn.symm heq.symm (by omega)
    refine ⟨h^[m] x, mk_mem_periodicPts (n := n - m) (by omega) ?_⟩
    change h^[n - m] (h^[m] x) = h^[m] x
    rw [← iterate_add_apply, Nat.sub_add_cancel hlt.le]
    exact heq.symm
  have hb : Set.BijOn h (periodicPts h) (periodicPts h) := by apply bijOn_periodicPts
  -- move along the cycles and leave all other atoms in place
  let g : R → R := fun i => if i ∈ periodicPts h then h i else i
  have hg : Injective g := by
    intro a b hab
    by_cases ha : a ∈ periodicPts h <;> by_cases hb' : b ∈ periodicPts h <;>
      simp only [g, ha, hb', ↓reduceIte] at hab
    · exact hb.injOn ha hb' hab
    · exact absurd (by rw [← hab]; exact hb.mapsTo ha) hb'
    · exact absurd (by rw [hab]; exact hb.mapsTo hb') ha
    · exact hab
  let τ : R ≃ R := Equiv.ofBijective g (Finite.injective_iff_bijective.mp hg)
  refine ⟨τ.symm.trans σ, ?_, ?_⟩
  · intro i
    obtain ⟨k, rfl⟩ := τ.surjective i
    rw [Equiv.trans_apply, Equiv.symm_apply_apply]
    change bond (g k) (σ k)
    by_cases hk : k ∈ periodicPts h
    · simp only [g, hk, ↓reduceIte]
      exact (hh k hk).2
    · simp only [g, hk, ↓reduceIte]
      exact hσ k
  · intro he
    have h2 : σ (τ.symm (τ y)) = σ (τ y) := Equiv.congr_fun he (τ y)
    rw [Equiv.symm_apply_apply] at h2
    have h3 : y = g y := σ.injective h2
    simp only [g, hy, ↓reduceIte] at h3
    exact (hh y hy).1 h3.symm

/-- If `σ` is the only Kekulé structure of a molecule with finite first class, the relation
"`i` is bonded to the partner of another atom `j`" is well founded. -/
theorem wellFounded_of_unique [Finite R] {bond : R → C → Prop} {σ : R ≃ C}
    (hσ : IsKekule bond σ) (hu : ∀ ρ : R ≃ C, IsKekule bond ρ → ρ = σ) :
    WellFounded fun i j : R => i ≠ j ∧ bond i (σ j) := by
  rw [WellFounded.wellFounded_iff_has_min]
  rintro S ⟨a, ha⟩
  by_contra hno
  -- a set without minimal atom lets us step from atom to atom for ever
  have hex : ∀ m, ∃ k ∈ S, m ∈ S → k ≠ m ∧ bond k (σ m) := by
    intro m
    by_cases hm : m ∈ S
    · by_contra hk
      exact hno ⟨m, hm, fun x hx hr => hk ⟨x, hx, fun _ => hr⟩⟩
    · exact ⟨a, ha, fun h => absurd h hm⟩
  choose h hS hh using hex
  have : Nonempty R := ⟨a⟩
  have hb : Set.BijOn h (periodicPts h) (periodicPts h) := by apply bijOn_periodicPts
  obtain ⟨ρ, hρ, hne⟩ := exists_second_kekule hσ h (fun i hi => by
    obtain ⟨k, _, rfl⟩ := hb.surjOn hi
    exact hh _ (hS k))
  exact hne (hu ρ hρ)

/-- A well-founded relation on finitely many atoms admits integer levels that increase strictly
along the relation. -/
theorem exists_level [Fintype R] {r : R → R → Prop} (hr : WellFounded r) :
    ∃ level : R → ℕ, ∀ i j, r i j → level i < level j := by
  classical
  have hirr : ∀ a, ¬ Relation.TransGen r a a := by
    intro a
    induction a using hr.transGen.induction with
    | _ x ih => exact fun hx => ih x hx hx
  -- the level of an atom counts the atoms from which it can be reached
  refine ⟨fun j => (Finset.univ.filter fun i => Relation.TransGen r i j).card,
    fun i j hij => Finset.card_lt_card ((Finset.ssubset_iff_of_subset ?_).mpr
      ⟨i, Finset.mem_filter.mpr ⟨Finset.mem_univ _, Relation.TransGen.single hij⟩,
        fun h => hirr i (Finset.mem_filter.mp h).2⟩)⟩
  intro k hk
  exact Finset.mem_filter.mpr ⟨Finset.mem_univ _, (Finset.mem_filter.mp hk).2.tail hij⟩

/-- A permutation of `p` numbered places that never lowers a number is the identity. -/
theorem perm_fixed_of_le {p : ℕ} (τ : Equiv.Perm (Fin p)) (h : ∀ i, i ≤ τ i) (i : Fin p) :
    τ i = i := by
  have hs : ∑ i : Fin p, (i : ℕ) = ∑ i : Fin p, (τ i : ℕ) :=
    (Equiv.sum_comp τ (fun i : Fin p => (i : ℕ))).symm
  have h1 := (Finset.sum_eq_sum_iff_of_le (fun i _ => Fin.le_def.mp (h i))).mp hs i
    (Finset.mem_univ i)
  exact Fin.ext h1.symm

/-- A bipartite molecule with `p` atoms in its first class has exactly one Kekulé structure if and
only if the rows and columns of its biadjacency matrix can be independently reordered to make it
upper triangular with unit diagonal. -/
theorem unique_kekule_iff_triangular [Fintype R] {p : ℕ} (hR : Fintype.card R = p)
    (bond : R → C → Prop) :
    (∃! σ : R ≃ C, IsKekule bond σ) ↔
      ∃ (e : Fin p ≃ R) (f : Fin p ≃ C), IsUnitUpper ((biadjacency bond).submatrix e f) := by
  constructor
  · rintro ⟨σ, hσ, hu⟩
    obtain ⟨level, hl⟩ := exists_level (wellFounded_of_unique hσ hu)
    -- number the first class by increasing level, and the second class by partners
    let e₀ : Fin p ≃ R := (Fintype.equivFinOfCardEq hR).symm
    let s : Equiv.Perm (Fin p) := Tuple.sort (level ∘ e₀)
    have hmono : Monotone ((level ∘ e₀) ∘ s) := Tuple.monotone_sort _
    let e : Fin p ≃ R := s.trans e₀
    refine ⟨e, e.trans σ, isUnitUpper_iff.mpr ⟨fun i => hσ (e i), fun i j hji hb => ?_⟩⟩
    have h1 : level (e i) < level (e j) :=
      hl _ _ ⟨fun h => hji.ne' (e.injective h), hb⟩
    have h2 : level (e j) ≤ level (e i) := hmono hji.le
    omega
  · rintro ⟨e, f, hM⟩
    obtain ⟨hd, hz⟩ := isUnitUpper_iff.mp hM
    refine ⟨e.symm.trans f, fun i => by simpa using hd (e.symm i), fun ρ hρ => ?_⟩
    -- any Kekulé structure pairs each number with one that is not smaller
    have key := perm_fixed_of_le (e.trans (ρ.trans f.symm)) (fun i => by
      by_contra hlt
      exact hz i _ (not_le.mp hlt) (by simpa using hρ (e i)))
    refine Equiv.ext fun i => ?_
    simpa [Equiv.symm_apply_eq] using key (e.symm i)

/-- A finite, nonempty bipartite molecule with exactly one Kekulé structure has in each of its two
classes an atom with exactly one neighbour. -/
theorem exists_pendant_atoms [Fintype R] [Nonempty R] {bond : R → C → Prop}
    (h : ∃! σ : R ≃ C, IsKekule bond σ) :
    (∃ i, ∃! j, bond i j) ∧ ∃ j, ∃! i, bond i j := by
  obtain ⟨e, f, hM⟩ := (unique_kekule_iff_triangular rfl bond).mp h
  obtain ⟨hd, hz⟩ := isUnitUpper_iff.mp hM
  have hp : 0 < Fintype.card R := Fintype.card_pos
  constructor
  · -- the last row has a single entry
    let l : Fin (Fintype.card R) := ⟨Fintype.card R - 1, by omega⟩
    refine ⟨e l, f l, hd l, fun j hj => ?_⟩
    obtain ⟨k, rfl⟩ := f.surjective j
    by_contra hne
    have hk : (k : ℕ) ≠ Fintype.card R - 1 := fun h => hne (congrArg f (Fin.ext h))
    have hlt := k.isLt
    refine hz l k (Fin.lt_def.mpr ?_) hj
    change (k : ℕ) < Fintype.card R - 1
    omega
  · -- the first column has a single entry
    let o : Fin (Fintype.card R) := ⟨0, hp⟩
    refine ⟨f o, e o, hd o, fun i hi => ?_⟩
    obtain ⟨k, rfl⟩ := e.surjective i
    by_contra hne
    have hk : (k : ℕ) ≠ 0 := fun h => hne (congrArg e (Fin.ext h))
    refine hz k o (Fin.lt_def.mpr ?_) hi
    change 0 < (k : ℕ)
    omega

/-- The linear polyene with `2 * p` atoms has exactly one Kekulé structure. -/
theorem polyene_unique_kekule (p : ℕ) : ∃! σ : Fin p ≃ Fin p, IsKekule (polyene p) σ := by
  refine (unique_kekule_iff_triangular (Fintype.card_fin p) (polyene p)).mpr
    ⟨Equiv.refl _, Equiv.refl _, isUnitUpper_iff.mpr ⟨fun i => Or.inl rfl, fun i j hji hb => ?_⟩⟩
  have hb' : (j : ℕ) = i ∨ (j : ℕ) = i + 1 := hb
  have hlt := Fin.lt_def.mp hji
  omega

end UniqueKekule
```

```lean
#print axioms UniqueKekule.unique_kekule_iff_triangular
-- 'UniqueKekule.unique_kekule_iff_triangular' depends on axioms: [propext, Classical.choice, Quot.sound]
#print axioms UniqueKekule.exists_pendant_atoms
-- 'UniqueKekule.exists_pendant_atoms' depends on axioms: [propext, Classical.choice, Quot.sound]
#print axioms UniqueKekule.polyene_unique_kekule
-- 'UniqueKekule.polyene_unique_kekule' depends on axioms: [propext, Classical.choice, Quot.sound]
```

## Reading the theorems

In `unique_kekule_iff_triangular`, the types `R` and `C` are the atom classes and `bond` is an arbitrary relation between them. `R ≃ C` is the type of bijections, and `∃!` means "exactly one". The expression `(biadjacency bond).submatrix e f` is the matrix with rows renumbered by `e` and columns by `f`, independently. `Fin p` counts from 0.

The hypothesis `hR` fixes the size of `R` only. Equal class sizes are not assumed, since either side of the equivalence supplies a bijection between the classes. The case \(p=0\) is allowed.

Two further theorems follow from the equivalence. `exists_pendant_atoms` says that if `R` is nonempty and there is exactly one Kekulé structure, each of the two classes contains an atom with exactly one neighbour; the two atoms are read off from the last row and the first column. `polyene_unique_kekule` applies the criterion to the linear chain of \(2p\) atoms, whose matrix is triangular as numbered.

## How the lemmas divide the work

- `exists_second_kekule` shifts the double bonds. Its map `h` steps from atom to atom, and `periodicPts h` is the set of atoms on its cycles. The permutation `τ` moves those atoms and fixes the rest, and the new structure is `τ.symm.trans σ`.
- `wellFounded_of_unique` states the absence of cycles as well-foundedness: every nonempty set of atoms has a minimal one. A set without one would supply the map `h`.
- `exists_level` counts predecessors through `Relation.TransGen`, the relation "reached by a chain". `Tuple.sort` then orders the atoms by level.
- `perm_fixed_of_le` is the sum argument for the permutation \(\tau\) of the hand proof, which is not the `τ` of `exists_second_kekule`.

## What a code still has to supply

The equivalence says that an order exists; it gives no algorithm and no running time. The peeling loop and the determinant remark are argued here in words, with no theorem in the source for either.

The step from the model to a real molecule is the choice of graph. Its vertices must be exactly the atoms that each take part in one double bond. An atom contributing a lone pair, or a radical centre, has to be treated before the matrix is built. If the resulting graph still contains an odd ring, as for fulvene, it is not bipartite and the criterion proved here does not apply.
